# The local stability threshold of a mean-field alloy from its least interaction energy

Take an alloy with n ≥ 2 species at concentrations cᵢ > 0, with the mean-field free energy T ∑ cᵢ log cᵢ + ½⟨c, Vc⟩, where T is in energy units and the interaction matrix V is real and symmetric. Among composition fluctuations u with ∑ uᵢ = 0 and ∑ uᵢ²/cᵢ = 1, the interaction energy ⟨u, Vu⟩, taken without the factor ½, attains a least value λ. The quadratic form

T ∑ uᵢ²/cᵢ + ⟨u, Vu⟩

is positive for every nonzero u with ∑ uᵢ = 0 exactly when T > −λ. Every minimiser e, called a chemical polarisation, makes (Ve)ᵢ − λeᵢ/cᵢ the same for all species.

Within mean-field theory, for a finite number of species and a given V with λ < 0, this turns pair interactions, for instance from electronic-structure calculations, into an instability temperature −λ, in energy units, for the fluctuations that V describes, and a composition change that goes with it.

## Fluctuations and their stiffness

The species are the elements of a finite type `ι`. Concentrations and fluctuations are functions `ι → ℝ`, and V is a `Matrix ι ι ℝ`.

```lean
import Mathlib

open Matrix

namespace AlloyChemicalPolarisation

noncomputable section

variable {ι : Type*} [Fintype ι]
```

The mean-field free energy behind the quadratic form is

F(c) = T ∑ cᵢ log cᵢ + ½⟨c, Vc⟩,

with T in energy units. Along c + tu its first derivative at t = 0 is

T ∑ uᵢ(log cᵢ + 1) + ⟨u, Vc⟩,

and its second derivative is T ∑ uᵢ²/cᵢ + ⟨u, Vu⟩. The factor ½ in F fixes the convention for V. This differentiation is done by hand; the Lean development takes the resulting form as its definition of stiffness.

Write S(u) = ∑ uᵢ²/cᵢ for the entropic part.

```lean
/-- The entropic quadratic form `∑ uᵢ² / cᵢ` of a fluctuation `u` about concentrations `cᵢ ≠ 0`. -/
def entropyForm (c u : ι → ℝ) : ℝ := ∑ i, u i ^ 2 / c i
```

Write P(u) = ⟨u, Vu⟩ for the interaction part. It is called the interaction energy of u for short, although the energy in F carries a factor ½. In Lean, `*ᵥ` applies a matrix to a vector and `⬝ᵥ` is the dot product.

```lean
/-- The interaction energy form `⟨u, V u⟩`. -/
def pairForm (V : Matrix ι ι ℝ) (u : ι → ℝ) : ℝ := u ⬝ᵥ V *ᵥ u
```

The stiffness is T S(u) + P(u).

```lean
/-- The stiffness `T ∑ uᵢ² / cᵢ + ⟨u, V u⟩` against a fluctuation `u` about concentrations
`cᵢ ≠ 0`, with the temperature `T` in energy units. -/
def stiffness (T : ℝ) (c : ι → ℝ) (V : Matrix ι ι ℝ) (u : ι → ℝ) : ℝ :=
  T * entropyForm c u + pairForm V u
```

The admissible fluctuations keep the total concentration fixed and have S(u) = 1. The condition ∑ cᵢ = 1 is never needed, so it is not assumed.

```lean
/-- The fluctuations that conserve the number of atoms, `∑ uᵢ = 0`, and are normalised by
`∑ uᵢ² / cᵢ = 1`, for concentrations `cᵢ ≠ 0`. -/
def unitFluctuations (c : ι → ℝ) : Set (ι → ℝ) :=
  {u | ∑ i, u i = 0 ∧ entropyForm c u = 1}
```

## Normalising a fluctuation

If u ≠ 0, some uᵢ is nonzero. That term of S(u) is positive and the others are nonnegative, so S(u) > 0.

```lean
/-- At positive concentrations every nonzero fluctuation has a positive entropic form. -/
theorem entropyForm_pos {c u : ι → ℝ} (hc : ∀ i, 0 < c i) (hu : u ≠ 0) :
    0 < entropyForm c u := by
  obtain ⟨i, hi⟩ := Function.ne_iff.1 hu
  have hi' : u i ≠ 0 := hi
  exact Finset.sum_pos' (fun j _ => div_nonneg (sq_nonneg _) (hc j).le)
    ⟨i, Finset.mem_univ i, div_pos (by positivity) (hc i)⟩
```

Both forms are quadratic, so S(au) = a²S(u). With a = 1/√S(u) this gives S(au) = 1, while ∑ auᵢ = a ∑ uᵢ = 0. Every nonzero fluctuation that sums to zero can therefore be normalised.

```lean
/-- At positive concentrations a nonzero fluctuation with `∑ uᵢ = 0` is normalised by dividing
it by the square root of its entropic form. -/
theorem normalise_mem {c u : ι → ℝ} (hc : ∀ i, 0 < c i) (hu : u ≠ 0) (h0 : ∑ i, u i = 0) :
    (√(entropyForm c u))⁻¹ • u ∈ unitFluctuations c := by
  have hS := entropyForm_pos hc hu
  constructor
  · simp only [Pi.smul_apply, smul_eq_mul, ← Finset.mul_sum, h0, mul_zero]
  · have h : ∀ a : ℝ, entropyForm c (a • u) = a ^ 2 * entropyForm c u := fun a => by
      simp only [entropyForm, Pi.smul_apply, smul_eq_mul, Finset.mul_sum]
      exact Finset.sum_congr rfl fun i _ => by ring
    rw [h, inv_pow, Real.sq_sqrt hS.le, inv_mul_cancel₀ hS.ne']
```

## The least interaction energy is attained

If S(u) = 1, each single term satisfies uᵢ²/cᵢ ≤ 1, so uᵢ² ≤ cᵢ and every amplitude is bounded. The two constraints are continuous equations, so the admissible set is closed, and in finite dimension it is compact. It is also nonempty: choose two species i ≠ j, take the vector with uᵢ = 1, uⱼ = −1 and zeros elsewhere, then normalise. The continuous function P has a minimum on this set.

```lean
/-- With at least two species at positive concentrations, the interaction energy attains a
least value on the normalised fluctuations. -/
theorem exists_least [Nontrivial ι] {c : ι → ℝ} (hc : ∀ i, 0 < c i) (V : Matrix ι ι ℝ) :
    ∃ lam, IsLeast (pairForm V '' unitFluctuations c) lam := by
  classical
  have hclosed : IsClosed (unitFluctuations c) := by
    refine (isClosed_eq (f := fun u : ι → ℝ => ∑ i, u i) (by fun_prop)
      continuous_const).inter (isClosed_eq (f := entropyForm c) ?_ continuous_const)
    unfold entropyForm
    fun_prop
  -- each amplitude is bounded, because `uᵢ² ≤ cᵢ`
  have hK : IsCompact (unitFluctuations c) := by
    refine (isCompact_univ_pi fun i => isCompact_Icc (a := -(c i + 1))
      (b := c i + 1)).of_isClosed_subset hclosed fun u hu i _ => ?_
    have h1 : u i ^ 2 / c i ≤ entropyForm c u :=
      Finset.single_le_sum (f := fun j => u j ^ 2 / c j)
        (fun j _ => div_nonneg (sq_nonneg _) (hc j).le) (Finset.mem_univ i)
    rw [hu.2, div_le_iff₀ (hc i)] at h1
    constructor <;> nlinarith [hc i]
  have hcont : Continuous (pairForm V) := by
    unfold pairForm
    simp only [dotProduct, Matrix.mulVec]
    fun_prop
  -- exchanging two species gives an admissible fluctuation
  obtain ⟨i, j, hij⟩ := exists_pair_ne ι
  have hw : (Pi.single i 1 - Pi.single j 1 : ι → ℝ) ≠ 0 := fun h => by
    have := congrFun h i
    simp [hij] at this
  have hne : (unitFluctuations c).Nonempty :=
    ⟨_, normalise_mem hc hw (by simp [Finset.sum_sub_distrib])⟩
  exact (hK.image hcont).exists_isLeast (hne.image _)
```

`Nontrivial ι` says that there are two distinct species. With only one, ∑ uᵢ = 0 forces u = 0 and nothing can be normalised. The statement `IsLeast (pairForm V '' unitFluctuations c) lam` says that `lam` is the interaction energy of some admissible fluctuation and that no admissible fluctuation has a lower one. The proof encloses the set in the box |uᵢ| ≤ cᵢ + 1, which is larger than necessary but avoids square roots.

## A bound for fluctuations of any size

For u ≠ 0 with ∑ uᵢ = 0, the normalised fluctuation has interaction energy P(u)/S(u), which is at least λ. Multiplying by S(u) > 0 gives

λ S(u) ≤ P(u).

For u = 0 both sides vanish.

```lean
/-- At positive concentrations the least value `lam` bounds the interaction energy of every
fluctuation with `∑ uᵢ = 0` by `lam ∑ uᵢ² / cᵢ ≤ ⟨u, V u⟩`. -/
theorem least_mul_le {c : ι → ℝ} (hc : ∀ i, 0 < c i) {V : Matrix ι ι ℝ} {lam : ℝ}
    (hl : IsLeast (pairForm V '' unitFluctuations c) lam) {u : ι → ℝ} (h0 : ∑ i, u i = 0) :
    lam * entropyForm c u ≤ pairForm V u := by
  by_cases hu : u = 0
  · simp [hu, entropyForm, pairForm]
  have hS := entropyForm_pos hc hu
  have h := hl.2 (Set.mem_image_of_mem _ (normalise_mem hc hu h0))
  have hq : ∀ a : ℝ, pairForm V (a • u) = a ^ 2 * pairForm V u := fun a => by
    simp only [pairForm, Matrix.mulVec_smul, smul_dotProduct, dotProduct_smul, smul_eq_mul]
    ring
  rwa [hq, inv_pow, Real.sq_sqrt hS.le, inv_mul_eq_div, le_div_iff₀ hS] at h
```

## When the bound is an equality

Set gᵢ = (Vu)ᵢ − λuᵢ/cᵢ. For any w,

∑ wᵢgᵢ = ⟨w, Vu⟩ − λ ∑ wᵢuᵢ/cᵢ.

Suppose first that P(u) = λS(u), and let w also sum to zero. Since V is symmetric, ⟨u, Vw⟩ = ⟨w, Vu⟩, and expanding the bound at u + tw gives

0 ≤ P(u + tw) − λS(u + tw) = 2t ∑ wₖgₖ + t²(P(w) − λS(w))

for every real t. A quadratic without a constant term can stay nonnegative on both sides of t = 0 only if its linear coefficient vanishes, so ∑ wₖgₖ = 0. Taking w to be +1 on species i, −1 on species j and zero elsewhere gives gᵢ = gⱼ.

Conversely, if gᵢ = μ for all i, then choosing w = u gives

P(u) − λS(u) = ∑ uᵢgᵢ = μ ∑ uᵢ = 0.

```lean
/-- For positive concentrations and symmetric `V`, a fluctuation with `∑ uᵢ = 0` saturates the
bound by the least value `lam` exactly when `(V u)ᵢ - lam uᵢ / cᵢ` is the same for all species. -/
theorem saturates_iff {c : ι → ℝ} (hc : ∀ i, 0 < c i) {V : Matrix ι ι ℝ} (hV : V.IsSymm)
    {lam : ℝ} (hl : IsLeast (pairForm V '' unitFluctuations c) lam) {u : ι → ℝ}
    (h0 : ∑ i, u i = 0) :
    pairForm V u = lam * entropyForm c u ↔
      ∃ μ, ∀ i, (V *ᵥ u) i - lam * u i / c i = μ := by
  classical
  have hsplit : ∀ w : ι → ℝ, ∑ i, w i * ((V *ᵥ u) i - lam * u i / c i)
      = w ⬝ᵥ V *ᵥ u - lam * ∑ i, w i * u i / c i := fun w => by
    simp only [dotProduct, Finset.mul_sum, ← Finset.sum_sub_distrib]
    exact Finset.sum_congr rfl fun i _ => by ring
  constructor
  · intro hu
    rcases isEmpty_or_nonempty ι with hE | ⟨⟨j⟩⟩
    · exact ⟨0, fun i => isEmptyElim i⟩
    refine ⟨(V *ᵥ u) j - lam * u j / c j, fun i => ?_⟩
    -- perturb by an exchange of species `i` and `j`
    let w : ι → ℝ := Pi.single i 1 - Pi.single j 1
    have hw0 : ∑ k, w k = 0 := by simp [w, Finset.sum_sub_distrib]
    have hsym : u ⬝ᵥ V *ᵥ w = w ⬝ᵥ V *ᵥ u := by
      rw [Matrix.dotProduct_mulVec, ← Matrix.mulVec_transpose, hV.eq, dotProduct_comm]
    have hd := discrim_le_zero (a := pairForm V w - lam * entropyForm c w)
      (b := 2 * ∑ k, w k * ((V *ᵥ u) k - lam * u k / c k)) (c := 0) (fun t => by
        have hb := least_mul_le hc hl (u := u + t • w) (by
          simp only [Pi.add_apply, Pi.smul_apply, smul_eq_mul, Finset.sum_add_distrib,
            ← Finset.mul_sum, h0, hw0, mul_zero, add_zero])
        have hS : entropyForm c (u + t • w) = entropyForm c u
            + 2 * t * ∑ k, w k * u k / c k + t ^ 2 * entropyForm c w := by
          simp only [entropyForm, Finset.mul_sum, ← Finset.sum_add_distrib]
          exact Finset.sum_congr rfl fun k _ => by
            simp only [Pi.add_apply, Pi.smul_apply, smul_eq_mul]
            ring
        have hQ : pairForm V (u + t • w) = pairForm V u
            + 2 * t * (w ⬝ᵥ V *ᵥ u) + t ^ 2 * pairForm V w := by
          simp only [pairForm, Matrix.mulVec_add, Matrix.mulVec_smul, add_dotProduct,
            dotProduct_add, smul_dotProduct, dotProduct_smul, smul_eq_mul, hsym]
          ring
        rw [hS, hQ, hu] at hb
        rw [hsplit]
        linarith)
    -- the linear term must vanish
    have hL : ∑ k, w k * ((V *ᵥ u) k - lam * u k / c k) = 0 := by
      unfold discrim at hd
      exact pow_eq_zero_iff two_ne_zero |>.1 (le_antisymm (by linarith) (sq_nonneg _))
    have hdiff : ∑ k, w k * ((V *ᵥ u) k - lam * u k / c k)
        = ((V *ᵥ u) i - lam * u i / c i) - ((V *ᵥ u) j - lam * u j / c j) := by
      simp only [w, Pi.sub_apply, sub_mul _ _ (_ - _), Finset.sum_sub_distrib, Pi.single_apply,
        ite_mul, one_mul, zero_mul, Finset.sum_ite_eq', Finset.mem_univ, if_true]
    linarith
  · rintro ⟨μ, hμ⟩
    have h := hsplit u
    simp only [hμ, ← Finset.sum_mul, h0, zero_mul] at h
    have hS : ∑ i, u i * u i / c i = entropyForm c u :=
      Finset.sum_congr rfl fun i _ => by ring
    rw [hS] at h
    unfold pairForm
    linarith
```

In the code, `hsplit` is the identity for ∑ wᵢgᵢ, and `hS` and `hQ` are the expansions of the two forms. `discrim_le_zero` expresses the argument about the quadratic: with zero constant term, the discriminant is the square of the linear coefficient, and it must be at most zero. Finally, `hdiff` evaluates the sum for the exchange of i and j.

Setting the derivatives of P(u) − λ(S(u) − 1) − 2μ ∑ uᵢ with respect to the uᵢ to zero gives gᵢ = μ, so 2μ is the Lagrange multiplier of the constraint ∑ uᵢ = 0. Physically, a small fluctuation u changes the derivative ∂F/∂cᵢ by Tuᵢ/cᵢ + (Vu)ᵢ to first order, and differences of these derivatives between species are differences of chemical potentials. At T = −λ the change is gᵢ, so a fluctuation that saturates the bound leaves the chemical potential differences unchanged to first order.

## The stability criterion

If the stiffness is positive for every nonzero fluctuation that sums to zero, it is positive for a minimiser e. Since S(e) = 1 and P(e) = λ, this means T + λ > 0. Conversely, if T > −λ, the bound gives

T S(u) + P(u) ≥ (T + λ) S(u) > 0

for every nonzero u with ∑ uᵢ = 0. A minimiser also satisfies P(e) = λ = λS(e), so it saturates the bound and its gᵢ are all equal.

```lean
/-- For at least two species at positive concentrations and symmetric `V`, the least interaction
energy `lam` of normalised fluctuations exists, the stiffness is positive for all nonzero
fluctuations with `∑ uᵢ = 0` exactly when `T > -lam`, and every minimiser `e` (chemical
polarisation) makes `(V e)ᵢ - lam eᵢ / cᵢ` independent of the species. -/
theorem chemical_polarisation [Nontrivial ι] {c : ι → ℝ} (hc : ∀ i, 0 < c i)
    {V : Matrix ι ι ℝ} (hV : V.IsSymm) :
    ∃ lam, IsLeast (pairForm V '' unitFluctuations c) lam ∧
      (∀ T, (∀ u : ι → ℝ, ∑ i, u i = 0 → u ≠ 0 → 0 < stiffness T c V u) ↔ -lam < T) ∧
      ∀ e ∈ unitFluctuations c, pairForm V e = lam →
        ∃ μ, ∀ i, (V *ᵥ e) i - lam * e i / c i = μ := by
  obtain ⟨lam, hl⟩ := exists_least hc V
  refine ⟨lam, hl, fun T => ⟨fun h => ?_, fun hT u h0 hu => ?_⟩, fun e he hel => ?_⟩
  · -- test stability on a minimiser
    obtain ⟨e, he, hel⟩ := hl.1
    have hne : e ≠ 0 := by
      rintro rfl
      have := he.2
      simp [entropyForm] at this
    have := h e he.1 hne
    rw [stiffness, he.2, hel] at this
    linarith
  · have h1 := least_mul_le hc hl h0
    have h2 := mul_pos (by linarith : 0 < T + lam) (entropyForm_pos hc hu)
    unfold stiffness
    linarith
  · exact (saturates_iff hc hV hl he.1).1 (by rw [hel, he.2, mul_one])

end

end AlloyChemicalPolarisation
```

The theorem supplies one `lam` for all three statements. T ranges over all real numbers; if λ ≥ 0, the alloy is stable in this sense at every positive temperature. Symmetry of V, the hypothesis `hV`, is used only for the statement about minimisers.

Positive stiffness concerns small fluctuations. It does not exclude a distant composition, or a mixture of phases, with lower free energy. The theorem also treats a single matrix V: in a concentration-wave calculation with a real symmetric V for each wavevector, λ still has to be compared between wavevectors.

```lean
#print axioms AlloyChemicalPolarisation.least_mul_le
-- 'AlloyChemicalPolarisation.least_mul_le' depends on axioms: [propext, Classical.choice, Quot.sound]
#print axioms AlloyChemicalPolarisation.chemical_polarisation
-- 'AlloyChemicalPolarisation.chemical_polarisation' depends on axioms: [propext, Classical.choice, Quot.sound]
```

## Two species

For concentrations x and 1 − x with 0 < x < 1, every allowed fluctuation is u = (a, −a). Then

S(u) = a²/(x(1 − x)),

P(u) = a²(V_AA + V_BB − 2V_AB).

Normalisation requires a² = x(1 − x), so

λ = x(1 − x)(V_AA + V_BB − 2V_AB),

and the criterion becomes the familiar condition for stability against spinodal decomposition

T > x(1 − x)(2V_AB − V_AA − V_BB).

There is an instability at positive temperature only if 2V_AB > V_AA + V_BB, that is, if unlike pairs are unfavourable on balance.

## Computing λ with an eigenvalue routine

Substitute uᵢ = √cᵢ yᵢ. The normalisation becomes ∑ yᵢ² = 1, the interaction energy becomes ⟨y, My⟩ with Mᵢⱼ = √cᵢ Vᵢⱼ √cⱼ, and y must be orthogonal to the vector with components √cᵢ. Let the columns of Q be an orthonormal basis of that orthogonal complement. Then λ is the lowest eigenvalue of the (n − 1) × (n − 1) matrix QᵀMQ, and a normalised eigenvector z for this lowest eigenvalue gives a polarisation uᵢ = √cᵢ (Qz)ᵢ.

If the full n × n projected matrix QQᵀMQQᵀ is diagonalised instead, the excluded direction contributes a spurious zero eigenvalue, which would be mistaken for λ whenever λ > 0. The spread of (Vu)ᵢ − λuᵢ/cᵢ over the species is a convenient residual. Higher eigenvectors pass that test too, each with its own eigenvalue in place of λ, so it checks the eigenvector but not that the lowest one was chosen.
